# Radial energy bounds for hydrogen confined at the 2s and 3p nodes

The hard wall at radius $R$ enters through the trial functions: each is a real $C^1$ function $w$ whose support lies in some $[a,b]$ with $0<a\le b<R$. Such a function touches neither the wall nor the nucleus, so the singular potential at $r=0$ causes no trouble. The confined orbitals themselves reach both ends, and their energy is computed separately.

The model is one electron in a Coulomb field, at two special radii. Within these limits it gives exact reference values for testing codes that compute atomic orbitals of finite range by solving the radial equation inside a hard-walled sphere.

```lean
import Mathlib

open Set

namespace ConfinedHydrogen

noncomputable section
```

Throughout, $u$ and $w$ are radial functions already multiplied by $r$, in atomic units. For angular momentum $l$ the effective potential is $V_l(r)=l(l+1)/(2r^2)-1/r$.

```lean
/-- Effective radial potential of hydrogen in atomic units, centrifugal term plus Coulomb
attraction, for `r > 0`. -/
def effPot (l : ℕ) (r : ℝ) : ℝ := l * (l + 1) / (2 * r ^ 2) - 1 / r
```

The radial equation at energy $E$ is $-u''/2+V_lu=Eu$. `RadialEq` states it at a single radius, with $u''$ written as `deriv (deriv u) r`.

```lean
/-- The radial Schrödinger equation with angular momentum `l` and energy `E` at the
radius `r > 0`. -/
def RadialEq (l : ℕ) (E : ℝ) (u : ℝ → ℝ) (r : ℝ) : Prop :=
  -(deriv (deriv u) r) / 2 + effPot l r * u r = E * u r
```

The energy of an unnormalised $w$ is $\int_0^R(w'^2/2+V_lw^2)\,dr$. Dividing by $\int_0^R w^2\,dr$ gives the normalised value.

```lean
/-- Energy functional of a radial function `w` in a sphere of radius `R`: kinetic energy plus
effective potential energy. -/
def radialEnergy (l : ℕ) (R : ℝ) (w : ℝ → ℝ) : ℝ :=
  ∫ r in (0 : ℝ)..R, (deriv w r ^ 2 / 2 + effPot l r * w r ^ 2)
```

The two orbitals, also unnormalised, are the 2s and 3p functions of free hydrogen up to a constant factor.

```lean
/-- The radial function `r (1 - r/2) exp(-r/2)`. -/
def u2s (r : ℝ) : ℝ := r * (1 - r / 2) * Real.exp (-r / 2)

/-- The radial function `r² (1 - r/6) exp(-r/3)`. -/
def u3p (r : ℝ) : ℝ := r ^ 2 * (1 - r / 6) * Real.exp (-r / 3)
```

## (a) A nodeless solution bounds the energy from below

Let $V$ be continuous on $[a,b]$, and let $u$ solve $-u''/2+Vu=Eu$ there without a zero. Show that every $C^1$ function $w$ with $w(a)=w(b)=0$ satisfies
$$E\int_a^b w^2\,dr\le\int_a^b\left(\tfrac12w'^2+Vw^2\right)dr .$$

**Solution.** Put $g=u'/u$. The equation gives $u''=2(V-E)u$, hence $g'=2(V-E)-g^2$ and
$$\left(\tfrac12gw^2\right)'=(V-E)w^2-\tfrac12g^2w^2+gww'.$$
Expanding the square $(w'-gw)^2$ then shows
$$\tfrac12w'^2+Vw^2-Ew^2=\tfrac12(w'-gw)^2+\left(\tfrac12gw^2\right)'.$$
The derivative integrates to zero because $w$ vanishes at both ends, and the square is nonnegative.

In the proof, `T` is the left side minus the square. `hG` identifies it as the total derivative, `key` integrates it to zero, and `hp` drops the square before the integrals are compared.

```lean
/-- On an interval where a solution `u` at energy `E` has no node, every C¹ function vanishing
at both ends has energy at least `E` times its squared norm, for any continuous potential. -/
theorem nodeless_bound {V u : ℝ → ℝ} {E a b : ℝ} (hab : a ≤ b)
    (hV : ContinuousOn V (Icc a b)) (hu : Differentiable ℝ u)
    (hu' : Differentiable ℝ (deriv u)) (h0 : ∀ r ∈ Icc a b, u r ≠ 0)
    (hE : ∀ r ∈ Icc a b, -(deriv (deriv u) r) / 2 + V r * u r = E * u r)
    {w : ℝ → ℝ} (hw : ContDiff ℝ 1 w) (ha : w a = 0) (hb : w b = 0) :
    E * ∫ r in a..b, w r ^ 2 ≤ ∫ r in a..b, (deriv w r ^ 2 / 2 + V r * w r ^ 2) := by
  obtain ⟨hd, hc⟩ := contDiff_one_iff_deriv.mp hw
  have cw : ContinuousOn w (Icc a b) := hd.continuous.continuousOn
  have cg : ContinuousOn (fun r => deriv u r / u r) (Icc a b) :=
    hu'.continuous.continuousOn.div hu.continuous.continuousOn h0
  have cS : ContinuousOn (fun r => (deriv w r - deriv u r / u r * w r) ^ 2 / 2) (Icc a b) :=
    ((hc.continuousOn.sub (cg.mul cw)).pow 2).div_const 2
  have cA : ContinuousOn (fun r => deriv w r ^ 2 / 2 + V r * w r ^ 2) (Icc a b) :=
    ((hc.continuousOn.pow 2).div_const 2).add (hV.mul (cw.pow 2))
  have cW : ContinuousOn (fun r => E * w r ^ 2) (Icc a b) := continuousOn_const.mul (cw.pow 2)
  -- T is the energy density minus E w² minus a perfect square
  obtain ⟨T, hT⟩ : ∃ T : ℝ → ℝ, T = fun r => deriv w r ^ 2 / 2 + V r * w r ^ 2 - E * w r ^ 2
      - (deriv w r - deriv u r / u r * w r) ^ 2 / 2 := ⟨_, rfl⟩
  have cT : ContinuousOn T (Icc a b) := by
    rw [hT]
    exact (cA.sub cW).sub cS
  have iA := cA.intervalIntegrable_of_Icc (μ := MeasureTheory.volume) hab
  have iW := cW.intervalIntegrable_of_Icc (μ := MeasureTheory.volume) hab
  have iT := cT.intervalIntegrable_of_Icc (μ := MeasureTheory.volume) hab
  -- T is a total derivative
  have hG : ∀ r ∈ uIcc a b,
      HasDerivAt (fun x => deriv u x / u x * w x ^ 2 / 2) (T r) r := by
    intro r hr
    rw [uIcc_of_le hab] at hr
    have hi : u r * (u r)⁻¹ = 1 := mul_inv_cancel₀ (h0 r hr)
    have e : deriv (deriv u) r = 2 * (V r - E) * u r := by
      linear_combination (-2) * hE r hr
    have hw2 : HasDerivAt (fun x => w x ^ 2) (2 * w r * deriv w r) r :=
      ((hd r).hasDerivAt.fun_pow 2).congr_deriv (by norm_num)
    refine ((((hu' r).hasDerivAt.fun_div (hu r).hasDerivAt (h0 r hr)).fun_mul
      hw2).div_const 2).congr_deriv ?_
    rw [e]
    simp only [hT]
    linear_combination ((V r - E) * w r ^ 2 * (u r * (u r)⁻¹ + 1)) * hi
  have key : ∫ r in a..b, T r = 0 := by
    rw [intervalIntegral.integral_eq_sub_of_hasDerivAt hG iT]
    simp [ha, hb]
  have hp : ∀ r ∈ Icc a b, E * w r ^ 2 + T r ≤ deriv w r ^ 2 / 2 + V r * w r ^ 2 := by
    intro r _
    simp only [hT]
    linarith [sq_nonneg (deriv w r - deriv u r / u r * w r)]
  have hm : ∫ r in a..b, (E * w r ^ 2 + T r) ≤
      ∫ r in a..b, (deriv w r ^ 2 / 2 + V r * w r ^ 2) :=
    intervalIntegral.integral_mono_on hab (iW.add iT) iA hp
  rw [intervalIntegral.integral_add iW iT, intervalIntegral.integral_const_mul, key,
    add_zero] at hm
  exact hm
```

## (b) From the closed interval to the sphere

Let $u$ solve the radial equation on $(0,R)$ without a node. Show for every trial function $w$ that
$$E\int_0^R w^2\,dr\le\int_0^R\left(\tfrac12w'^2+V_lw^2\right)dr .$$

**Solution.** Both $w$ and $w'$ vanish outside $[a,b]$, so both integrals may be taken over $[a/2,(b+R)/2]$. This interval lies inside $(0,R)$, where $V_l$ is continuous and $u$ has no zero, and $w$ vanishes at its ends. Part (a) applies.

In the smallest case, $a=b$, continuity forces $w=0$ and both sides are zero.

In Lean, `w0` and `d0` give the vanishing of $w$ and $w'$, `key` changes the interval, and `hV` supplies continuity of the potential.

```lean
/-- If a radial solution at energy `E` has no node in `(0, R)`, then every C¹ function supported
in a closed subinterval has radial energy at least `E` times its squared norm. -/
theorem confined_lower_bound {l : ℕ} {R E : ℝ} {u : ℝ → ℝ} (hu : Differentiable ℝ u)
    (hu' : Differentiable ℝ (deriv u)) (h0 : ∀ r ∈ Ioo 0 R, u r ≠ 0)
    (hE : ∀ r ∈ Ioo 0 R, RadialEq l E u r) {w : ℝ → ℝ} {a b : ℝ} (ha : 0 < a) (hab : a ≤ b)
    (hb : b < R) (hw : ContDiff ℝ 1 w) (hs : Function.support w ⊆ Icc a b) :
    E * ∫ r in (0 : ℝ)..R, w r ^ 2 ≤ radialEnergy l R w := by
  have w0 : ∀ r, r ∉ Icc a b → w r = 0 := fun r hr => by_contra fun h => hr (hs h)
  have d0 : ∀ r, r ∉ Icc a b → deriv w r = 0 := fun r hr => by_contra fun h =>
    hr (closure_minimal hs isClosed_Icc (support_deriv_subset (Function.mem_support.mpr h)))
  -- integrals over the sphere reduce to an interval that avoids 0 and R
  have key : ∀ f : ℝ → ℝ, (∀ r, r ∉ Icc a b → f r = 0) →
      ∫ r in (0 : ℝ)..R, f r = ∫ r in (a / 2)..((b + R) / 2), f r := by
    intro f hf
    have hsub : ∀ c d, c < a → b ≤ d → Function.support f ⊆ Ioc c d := by
      intro c d hc hd r hr
      have hm : r ∈ Icc a b := by_contra fun h => hr (hf r h)
      exact ⟨lt_of_lt_of_le hc hm.1, hm.2.trans hd⟩
    rw [intervalIntegral.integral_eq_integral_of_support_subset (hsub 0 R ha hb.le),
      intervalIntegral.integral_eq_integral_of_support_subset
        (hsub (a / 2) ((b + R) / 2) (by linarith) (by linarith))]
  have hin : ∀ r ∈ Icc (a / 2) ((b + R) / 2), r ∈ Ioo 0 R := fun r hr =>
    ⟨by linarith [hr.1], by linarith [hr.2]⟩
  have hV : ContinuousOn (fun r : ℝ => (l : ℝ) * (l + 1) / (2 * r ^ 2) - 1 / r)
      (Icc (a / 2) ((b + R) / 2)) := by
    refine ContinuousOn.sub (ContinuousOn.div (by fun_prop) (by fun_prop) fun r hr => ?_)
      (ContinuousOn.div (by fun_prop) (by fun_prop) fun r hr => (hin r hr).1.ne')
    have := (hin r hr).1
    positivity
  unfold radialEnergy
  rw [key (fun r => w r ^ 2) (fun r hr => by simp [w0 r hr]),
    key (fun r => deriv w r ^ 2 / 2 + effPot l r * w r ^ 2)
      (fun r hr => by simp [w0 r hr, d0 r hr])]
  exact nodeless_bound (V := effPot l) (by linarith) hV hu hu' (fun r hr => h0 r (hin r hr))
    (fun r hr => hE r (hin r hr)) hw (w0 _ fun h => by linarith [h.1])
    (w0 _ fun h => by linarith [h.2])
```

## (c) The energy of a solution that vanishes at both ends

Let $R>0$, let $u$ have a continuous second derivative and solve the radial equation on $(0,R)$, and let $u(0)=u(R)=0$. Show that
$$\int_0^R\left(\tfrac12u'^2+V_lu^2\right)dr=E\int_0^R u^2\,dr .$$

**Solution.** Multiplying the equation by $u$ gives $V_lu^2=Eu^2+uu''/2$. Therefore
$$\tfrac12u'^2+V_lu^2=Eu^2+\tfrac12(u'^2+uu'')=Eu^2+\left(\tfrac12uu'\right)',$$
and the last term integrates to zero.

The proof establishes this identity pointwise in `hI`. It treats zeros of $u$ separately, which covers the endpoints, where the equation is not assumed.

```lean
/-- A radial solution at energy `E` that vanishes at `0` and `R` has radial energy exactly `E`
times its squared norm. -/
theorem energy_of_solution {l : ℕ} {R E : ℝ} {u : ℝ → ℝ} (hR : 0 < R)
    (hu : Differentiable ℝ u) (hu' : Differentiable ℝ (deriv u))
    (hc : Continuous (deriv (deriv u))) (h0 : u 0 = 0) (h1 : u R = 0)
    (hE : ∀ r ∈ Ioo 0 R, RadialEq l E u r) :
    radialEnergy l R u = E * ∫ r in (0 : ℝ)..R, u r ^ 2 := by
  have hG : ∀ r ∈ uIcc 0 R, HasDerivAt (fun x => u x * deriv u x / 2)
      ((deriv u r * deriv u r + u r * deriv (deriv u) r) / 2) r := fun r _ =>
    ((hu r).hasDerivAt.fun_mul (hu' r).hasDerivAt).div_const 2
  have cG : Continuous (fun r => (deriv u r * deriv u r + u r * deriv (deriv u) r) / 2) :=
    ((hu'.continuous.mul hu'.continuous).add (hu.continuous.mul hc)).div_const 2
  have cW : Continuous (fun r => E * u r ^ 2) := continuous_const.mul (hu.continuous.pow 2)
  have hI : radialEnergy l R u = ∫ r in (0 : ℝ)..R,
      (E * u r ^ 2 + (deriv u r * deriv u r + u r * deriv (deriv u) r) / 2) := by
    unfold radialEnergy
    apply intervalIntegral.integral_congr
    intro r hr
    rw [uIcc_of_le hR.le] at hr
    show deriv u r ^ 2 / 2 + effPot l r * u r ^ 2 =
      E * u r ^ 2 + (deriv u r * deriv u r + u r * deriv (deriv u) r) / 2
    by_cases hz : u r = 0
    · rw [hz]
      ring
    · have hr0 : r ≠ 0 := fun h => hz (by rw [h, h0])
      have hrR : r ≠ R := fun h => hz (by rw [h, h1])
      have e := hE r ⟨lt_of_le_of_ne hr.1 hr0.symm, lt_of_le_of_ne hr.2 hrR⟩
      unfold RadialEq at e
      linear_combination (u r) * e
  rw [hI, intervalIntegral.integral_add (cW.intervalIntegrable 0 R) (cG.intervalIntegrable 0 R),
    intervalIntegral.integral_const_mul,
    intervalIntegral.integral_eq_sub_of_hasDerivAt hG (cG.intervalIntegrable 0 R)]
  simp [h0, h1]
```

## (d) Differentiating a cubic times an exponential

For $p(r)=a+br+cr^2+dr^3$ with real coefficients and $k\ne0$, show that
$$\left(p\,e^{-r/k}\right)'=\left(b+2cr+3dr^2-\frac{p(r)}k\right)e^{-r/k}.$$

**Solution.** The product rule gives $p'e^{-r/k}-(p/k)e^{-r/k}$, with $p'=b+2cr+3dr^2$. The proof does the same: `hp` differentiates the polynomial, and `fun_mul` is the product rule.

```lean
/-- Derivative at `r` of the product of `a + b x + c x² + d x³` and `exp (-x / k)`. -/
theorem hasDerivAt_cubic_exp (a b c d k r : ℝ) :
    HasDerivAt (fun x => (a + b * x + c * x ^ 2 + d * x ^ 3) * Real.exp (-x / k))
      ((b + 2 * c * r + 3 * d * r ^ 2 - (a + b * r + c * r ^ 2 + d * r ^ 3) / k)
        * Real.exp (-r / k)) r := by
  have hp : HasDerivAt (fun x : ℝ => a + b * x + c * x ^ 2 + d * x ^ 3)
      (b + 2 * c * r + 3 * d * r ^ 2) r :=
    (((((hasDerivAt_id' r).const_mul b).const_add a).fun_add
      ((hasDerivAt_pow 2 r).const_mul c)).fun_add
      ((hasDerivAt_pow 3 r).const_mul d)).congr_deriv (by norm_num; ring)
  exact (hp.fun_mul ((hasDerivAt_id' r).fun_neg.div_const k).exp).congr_deriv (by ring)
```

## (e) Derivatives of the s orbital

For $u=r(1-r/2)e^{-r/2}$, show that
$$u'=\left(1-\tfrac32r+\tfrac14r^2\right)e^{-r/2},\qquad u''=\left(-2+\tfrac54r-\tfrac18r^2\right)e^{-r/2}.$$

**Solution.** Use (d) twice with $k=2$. The polynomial $r-r^2/2$ gives $1-r-(r/2-r^2/4)$. The resulting polynomial gives $-\frac32+\frac12r-\left(\frac12-\frac34r+\frac18r^2\right)$.

```lean
/-- First and second derivatives of `u2s`. -/
theorem u2s_derivs :
    (∀ r, HasDerivAt u2s ((1 - 3 * r / 2 + r ^ 2 / 4) * Real.exp (-r / 2)) r) ∧
    ∀ r, HasDerivAt (deriv u2s) ((-2 + 5 * r / 4 - r ^ 2 / 8) * Real.exp (-r / 2)) r := by
  have e : u2s = fun x => (0 + 1 * x + (-1 / 2) * x ^ 2 + 0 * x ^ 3) * Real.exp (-x / 2) := by
    funext x
    simp only [u2s]
    ring
  have h1 : ∀ r, HasDerivAt u2s ((1 - 3 * r / 2 + r ^ 2 / 4) * Real.exp (-r / 2)) r := by
    intro r
    rw [e]
    exact (hasDerivAt_cubic_exp 0 1 (-1 / 2) 0 2 r).congr_deriv (by ring)
  have e' : deriv u2s =
      fun x => (1 + (-3 / 2) * x + (1 / 4) * x ^ 2 + 0 * x ^ 3) * Real.exp (-x / 2) := by
    funext x
    rw [(h1 x).deriv]
    ring
  refine ⟨h1, fun r => ?_⟩
  rw [e']
  exact (hasDerivAt_cubic_exp 1 (-3 / 2) (1 / 4) 0 2 r).congr_deriv (by ring)
```

## (f) Derivatives of the p orbital

For $u=r^2(1-r/6)e^{-r/3}$, show that
$$u'=\left(2r-\tfrac56r^2+\tfrac1{18}r^3\right)e^{-r/3},\qquad u''=\left(2-\tfrac73r+\tfrac49r^2-\tfrac1{54}r^3\right)e^{-r/3}.$$

**Solution.** Use (d) twice with $k=3$. The first step gives $2r-\frac12r^2-\left(\frac13r^2-\frac1{18}r^3\right)$, the second $2-\frac53r+\frac16r^2-\left(\frac23r-\frac5{18}r^2+\frac1{54}r^3\right)$.

```lean
/-- First and second derivatives of `u3p`. -/
theorem u3p_derivs :
    (∀ r, HasDerivAt u3p ((2 * r - 5 * r ^ 2 / 6 + r ^ 3 / 18) * Real.exp (-r / 3)) r) ∧
    ∀ r, HasDerivAt (deriv u3p)
      ((2 - 7 * r / 3 + 4 * r ^ 2 / 9 - r ^ 3 / 54) * Real.exp (-r / 3)) r := by
  have e : u3p = fun x => (0 + 0 * x + 1 * x ^ 2 + (-1 / 6) * x ^ 3) * Real.exp (-x / 3) := by
    funext x
    simp only [u3p]
    ring
  have h1 : ∀ r, HasDerivAt u3p
      ((2 * r - 5 * r ^ 2 / 6 + r ^ 3 / 18) * Real.exp (-r / 3)) r := by
    intro r
    rw [e]
    exact (hasDerivAt_cubic_exp 0 0 1 (-1 / 6) 3 r).congr_deriv (by ring)
  have e' : deriv u3p =
      fun x => (0 + 2 * x + (-5 / 6) * x ^ 2 + (1 / 18) * x ^ 3) * Real.exp (-x / 3) := by
    funext x
    rw [(h1 x).deriv]
    ring
  refine ⟨h1, fun r => ?_⟩
  rw [e']
  exact (hasDerivAt_cubic_exp 0 2 (-5 / 6) (1 / 18) 3 r).congr_deriv (by ring)
```

## (g) The s orbital in a sphere of radius 2

Show that the orbital of (e) is positive on $(0,2)$, vanishes at $0$ and $2$, and satisfies
$$-\tfrac12u''-\frac ur=-\tfrac18u\qquad(r>0).$$
Deduce that $-\frac18\int_0^2w^2\,dr$ bounds the energy of every trial function $w$ from below, and that $u$ has energy exactly $-\frac18\int_0^2u^2\,dr$.

**Solution.** The factors of $u$ show its sign and zeros. By (e), the left side is
$$\left(1-\tfrac58r+\tfrac1{16}r^2-1+\tfrac12r\right)e^{-r/2}=-\tfrac18\left(r-\tfrac12r^2\right)e^{-r/2}.$$
Part (b) gives the bound and part (c) the energy of $u$, which is $-1/8$ hartree after normalisation. The orbital $u$ is not itself a trial function, so these two results do not by themselves make it a minimiser within one class of functions. An extension of the bound to a class containing $u$ is not proved here.

A shooting code for this problem can fix $R$, integrate outward and adjust $E$ until $u(R)=0$. With $l=0$ and $R=2$, the energy of its nodeless solution should approach $-1/8$ hartree as the grid is refined.

```lean
/-- Confined hydrogen with `l = 0` and `R = 2`: `u2s` solves the radial equation at energy `-1/8`,
is positive inside and zero at both ends; every C¹ function supported in a closed interval inside
`(0, 2)` has radial energy at least `-1/8` times its squared norm, and the radial energy of `u2s` is
exactly `-1/8` times its squared norm. -/
theorem confined_s :
    (∀ r, 0 < r → RadialEq 0 (-1 / 8) u2s r) ∧ (∀ r ∈ Ioo (0 : ℝ) 2, 0 < u2s r) ∧
    u2s 0 = 0 ∧ u2s 2 = 0 ∧
    (∀ (w : ℝ → ℝ) (a b : ℝ), 0 < a → a ≤ b → b < 2 → ContDiff ℝ 1 w →
      Function.support w ⊆ Icc a b →
      (-1 / 8) * ∫ r in (0 : ℝ)..2, w r ^ 2 ≤ radialEnergy 0 2 w) ∧
    radialEnergy 0 2 u2s = (-1 / 8) * ∫ r in (0 : ℝ)..2, u2s r ^ 2 := by
  have hE : ∀ r, 0 < r → RadialEq 0 (-1 / 8) u2s r := by
    intro r hr
    have hi : r * r⁻¹ = 1 := mul_inv_cancel₀ hr.ne'
    unfold RadialEq
    rw [(u2s_derivs.2 r).deriv]
    simp only [u2s, effPot, Nat.cast_zero]
    linear_combination (-(1 - r / 2) * Real.exp (-r / 2)) * hi
  have hp : ∀ r ∈ Ioo (0 : ℝ) 2, 0 < u2s r := fun r hr =>
    mul_pos (mul_pos hr.1 (by linarith [hr.2])) (Real.exp_pos _)
  have z0 : u2s 0 = 0 := by simp [u2s]
  have z2 : u2s 2 = 0 := by norm_num [u2s]
  have d1 : Differentiable ℝ u2s := fun r => (u2s_derivs.1 r).differentiableAt
  have d2 : Differentiable ℝ (deriv u2s) := fun r => (u2s_derivs.2 r).differentiableAt
  have c2 : Continuous (deriv (deriv u2s)) :=
    (continuous_congr fun r => (u2s_derivs.2 r).deriv).mpr (by fun_prop)
  exact ⟨hE, hp, z0, z2, fun w a b ha hab hb hw hs => confined_lower_bound d1 d2
    (fun r hr => (hp r hr).ne') (fun r hr => hE r hr.1) ha hab hb hw hs,
    energy_of_solution (by norm_num) d1 d2 c2 z0 z2 fun r hr => hE r hr.1⟩
```

## (h) The p orbital in a sphere of radius 6

Show that the orbital of (f) is positive on $(0,6)$, vanishes at $0$ and $6$, and satisfies
$$-\tfrac12u''+\left(\frac1{r^2}-\frac1r\right)u=-\tfrac1{18}u\qquad(r>0).$$
Deduce the corresponding bound and the energy of $u$ for $l=1$, $R=6$.

**Solution.** The sign and zeros are again visible from the factors. By (f), the left side is
$$\left(-1+\tfrac76r-\tfrac29r^2+\tfrac1{108}r^3+1-\tfrac76r+\tfrac16r^2\right)e^{-r/3}=-\tfrac1{18}\left(r^2-\tfrac16r^3\right)e^{-r/3}.$$
Parts (b) and (c) apply with $E=-1/18$, so the normalised orbital has energy $-1/18$ hartree. In both final proofs `hE` checks the equation and `hp` the positivity.

```lean
/-- Confined hydrogen with `l = 1` and `R = 6`: `u3p` solves the radial equation at energy `-1/18`,
is positive inside and zero at both ends; every C¹ function supported in a closed interval inside
`(0, 6)` has radial energy at least `-1/18` times its squared norm, and the radial energy of `u3p`
is exactly `-1/18` times its squared norm. -/
theorem confined_p :
    (∀ r, 0 < r → RadialEq 1 (-1 / 18) u3p r) ∧ (∀ r ∈ Ioo (0 : ℝ) 6, 0 < u3p r) ∧
    u3p 0 = 0 ∧ u3p 6 = 0 ∧
    (∀ (w : ℝ → ℝ) (a b : ℝ), 0 < a → a ≤ b → b < 6 → ContDiff ℝ 1 w →
      Function.support w ⊆ Icc a b →
      (-1 / 18) * ∫ r in (0 : ℝ)..6, w r ^ 2 ≤ radialEnergy 1 6 w) ∧
    radialEnergy 1 6 u3p = (-1 / 18) * ∫ r in (0 : ℝ)..6, u3p r ^ 2 := by
  have hE : ∀ r, 0 < r → RadialEq 1 (-1 / 18) u3p r := by
    intro r hr
    have hi : r * r⁻¹ = 1 := mul_inv_cancel₀ hr.ne'
    unfold RadialEq
    rw [(u3p_derivs.2 r).deriv]
    simp only [u3p, effPot, Nat.cast_one]
    linear_combination ((1 - r / 6) * Real.exp (-r / 3) * (r * r⁻¹ + 1 - r)) * hi
  have hp : ∀ r ∈ Ioo (0 : ℝ) 6, 0 < u3p r := fun r hr =>
    mul_pos (mul_pos (pow_pos hr.1 2) (by linarith [hr.2])) (Real.exp_pos _)
  have z0 : u3p 0 = 0 := by simp [u3p]
  have z6 : u3p 6 = 0 := by norm_num [u3p]
  have d1 : Differentiable ℝ u3p := fun r => (u3p_derivs.1 r).differentiableAt
  have d2 : Differentiable ℝ (deriv u3p) := fun r => (u3p_derivs.2 r).differentiableAt
  have c2 : Continuous (deriv (deriv u3p)) :=
    (continuous_congr fun r => (u3p_derivs.2 r).deriv).mpr (by fun_prop)
  exact ⟨hE, hp, z0, z6, fun w a b ha hab hb hw hs => confined_lower_bound d1 d2
    (fun r hr => (hp r hr).ne') (fun r hr => hE r hr.1) ha hab hb hw hs,
    energy_of_solution (by norm_num) d1 d2 c2 z0 z6 fun r hr => hE r hr.1⟩

end

end ConfinedHydrogen
```

```lean
#print axioms ConfinedHydrogen.confined_s
#print axioms ConfinedHydrogen.confined_p
```

```
'ConfinedHydrogen.confined_s' depends on axioms: [propext, Classical.choice, Quot.sound]
'ConfinedHydrogen.confined_p' depends on axioms: [propext, Classical.choice, Quot.sound]
```
